# Charge and spin kernels from spin-resolved second derivatives, with the charge–spin coupling of local exchange

## Converting the kernel at a grid point

Suppose that a linear-response calculation for a magnetic system receives its exchange-correlation kernel by spin channel, but updates the total density and the magnetisation. One way to connect the two is to turn, at each grid point, three second derivatives of the energy density into three others. The conversion is a linear change of variables, and it holds wherever the energy density is twice continuously differentiable, whether or not the point is spin-polarised.

Let a and b be the two spin densities at a point, and let E(a,b) be the energy density. The total density and the magnetisation are

n = a + b,  m = a − b.

Subscripts on f denote second derivatives of E, so that f_ab is the derivative along a of ∂E/∂b. Subscripts n and m refer to the same energy written as a function of n and m. These kernels give the first-order change of the potentials:

δ(∂E/∂n) = f_nn δn + f_nm δm
δ(∂E/∂m) = f_nm δn + f_mm δm

The element f_nm therefore measures how far a change of charge alters the spin potential, and conversely. In density functional perturbation theory with a local, collinear functional, it is the part of the exchange-correlation kernel that mixes charge and spin in the self-consistent screening.

## The change of variables

Inverting the definitions gives a = (n + m)/2 and b = (n − m)/2. By the chain rule,

∂/∂n = (∂/∂a + ∂/∂b)/2
∂/∂m = (∂/∂a − ∂/∂b)/2

Applying these operators twice gives

f_nn = (f_aa + f_ab + f_ba + f_bb)/4
f_mm = (f_aa − f_ab − f_ba + f_bb)/4
f_nm = (f_aa − f_ab + f_ba − f_bb)/4

If E is twice continuously differentiable at the point, the mixed derivatives agree, f_ab = f_ba, and so

f_nn = (f_aa + 2 f_ab + f_bb)/4
f_mm = (f_aa − 2 f_ab + f_bb)/4
f_nm = (f_aa − f_bb)/4

To go back, note that f_nn + f_mm = (f_aa + f_bb)/2, that 2 f_nm = (f_aa − f_bb)/2, and that f_nn − f_mm = f_ab. Hence

f_aa = f_nn + 2 f_nm + f_mm
f_bb = f_nn − 2 f_nm + f_mm
f_ab = f_nn − f_mm

If E(a,b) = E(b,a), exchanging the arguments shows that f_aa = f_bb at a = b, so f_nm vanishes there; this general symmetry argument is given here by hand and is not among the Lean theorems.

## Local exchange at positive densities

Take

E(a,b) = −C (a^(4/3) + b^(4/3)),  a, b > 0.

The constant C sets the strength of exchange. For the uniform electron gas in Hartree atomic units it is (3/4)(6/π)^(1/3), but the derivation leaves it free. The first derivatives are

∂E/∂a = −(4/3) C a^(1/3)
∂E/∂b = −(4/3) C b^(1/3)

and the second derivatives are

f_aa = −(4/9) C a^(−2/3)
f_bb = −(4/9) C b^(−2/3)
f_ab = 0

Inserting them into the formula for f_nm gives

f_nm = (C/9) (b^(−2/3) − a^(−2/3)).

The function x^(−2/3) is strictly decreasing for x > 0. If a < b, the bracket is negative; if a > b, it is positive; if a = b, it is zero. For C ≠ 0 the coupling therefore vanishes exactly at a = b, and for C > 0 it is positive exactly when a > b. In that case, adding equal amounts of both spins lowers the majority potential by less than the minority potential, so to first order the difference between the two exchange potentials at that point shrinks.

## How the Lean statements express the physics

A pair of spin densities is a point of `ℝ × ℝ`, and the energy density is a function `E : ℝ × ℝ → ℝ`. The vectors `e₁` and `e₂` are unit changes of the first and second variables. They mean changes of a and b when applied to `E`, and changes of n and m when applied to `chargeSpin E`, which is the same energy expressed in the new variables.

The expression `kernel E u v p` is the derivative along `u`, at `p`, of the derivative of `E` along `v`. Thus `kernel E e₁ e₂ (a, b)` is f_ab, and `kernel (chargeSpin E) e₁ e₂ (a + b, a - b)` is f_nm at the corresponding charge and magnetisation. The magnetisation is the plain difference a − b, with no factor of one half and no Bohr magneton.

The hypothesis `ContDiffAt ℝ 2 E (a, b)` asks for twice continuous differentiability at the point considered, not on the whole plane. Under it, `charge_spin_kernels` states the three conversion formulas and `spin_resolved_kernels` states their inverses. Neither theorem requires a spin-symmetric energy or a particular polarisation.

For `exchange C`, both spin densities are assumed positive. The theorem `exchange_coupling` gives the explicit f_nm, `exchange_coupling_eq_zero_iff` finds its zeros for `C ≠ 0`, and `exchange_coupling_pos_iff` finds its sign for `0 < C`. A fully polarised point, where one density is zero, is excluded: the second derivative of a^(4/3) diverges as a tends to zero.

The model describes a local energy density at one point in space. It contains no density gradients, no non-collinear magnetisation, no frequency dependence and no Hartree term, and it does not solve the screening equation in which the kernel is used.

## The second derivative as a bilinear form

Another definition of the kernel would be the second Fréchet derivative itself, `fderiv ℝ (fderiv ℝ E) p u v`. Linearity in both density changes would then be part of the definition, and the expansion in `e₁` and `e₂` could start at once. The definition used here keeps closer to the physical reading, in which a kernel is the derivative of a potential, and it lets the exchange kernel be computed from an ordinary scalar function. Its cost is a lemma identifying the two expressions where `E` is smooth enough. The conversion formulas would be the same.

## The complete Lean file

```lean
import Mathlib

open Filter Topology

namespace SpinPolarizedKernel

noncomputable section

/-- A unit change of the first density variable. -/
def e₁ : ℝ × ℝ := (1, 0)

/-- A unit change of the second density variable. -/
def e₂ : ℝ × ℝ := (0, 1)

/-- The kernel element of the energy density `E` at `p`: the derivative along `u` of the
derivative of `E` along `v`. -/
def kernel (E : ℝ × ℝ → ℝ) (u v p : ℝ × ℝ) : ℝ :=
  fderiv ℝ (fun q => fderiv ℝ E q v) p u

/-- The energy density as a function of the total density `n` and the magnetization `m`. -/
def chargeSpin (E : ℝ × ℝ → ℝ) : ℝ × ℝ → ℝ :=
  fun q => E ((q.1 + q.2) / 2, (q.1 - q.2) / 2)

/-- The linear map from `(n, m)` to the spin densities `((n + m) / 2, (n - m) / 2)`. -/
def toSpin : ℝ × ℝ →L[ℝ] ℝ × ℝ :=
  ((1 / 2 : ℝ) • (ContinuousLinearMap.fst ℝ ℝ ℝ + ContinuousLinearMap.snd ℝ ℝ ℝ)).prod
    ((1 / 2 : ℝ) • (ContinuousLinearMap.fst ℝ ℝ ℝ - ContinuousLinearMap.snd ℝ ℝ ℝ))

/-- The local exchange energy density `-C (a^(4/3) + b^(4/3))`. -/
def exchange (C : ℝ) : ℝ × ℝ → ℝ :=
  fun p => -C * (p.1 ^ (4 / 3 : ℝ) + p.2 ^ (4 / 3 : ℝ))

/-- The linear map `toSpin` sends `(n, m)` to `((n + m) / 2, (n - m) / 2)`. -/
lemma toSpin_apply (q : ℝ × ℝ) : toSpin q = ((q.1 + q.2) / 2, (q.1 - q.2) / 2) := by
  change ((1 / 2 : ℝ) * (q.1 + q.2), (1 / 2 : ℝ) * (q.1 - q.2)) = _
  exact Prod.ext (by ring) (by ring)

/-- The first derivative of a twice continuously differentiable energy density along `v` is
itself differentiable, with derivative given by the second derivative of the energy density. -/
theorem hasFDerivAt_potential {E : ℝ × ℝ → ℝ} {p : ℝ × ℝ} (h : ContDiffAt ℝ 2 E p)
    (v : ℝ × ℝ) :
    HasFDerivAt (fun q => fderiv ℝ E q v)
      ((ContinuousLinearMap.apply ℝ ℝ v).comp (fderiv ℝ (fderiv ℝ E) p)) p := by
  have h1 : ContDiffAt ℝ 1 (fderiv ℝ E) p := h.fderiv_right one_add_one_eq_two.le
  have h2 := (h1.differentiableAt one_ne_zero).hasFDerivAt
  exact (ContinuousLinearMap.apply ℝ ℝ v).hasFDerivAt.comp p h2

/-- Chain rule for kernels, at a point where `E` is twice continuously differentiable in the spin
densities: a kernel element in the variables `(n, m)` is the kernel element of `E` along the
corresponding changes of the spin densities. -/
theorem kernel_chargeSpin {E : ℝ × ℝ → ℝ} {q : ℝ × ℝ} (h : ContDiffAt ℝ 2 E (toSpin q))
    (u v : ℝ × ℝ) :
    kernel (chargeSpin E) u v q = kernel E (toSpin u) (toSpin v) (toSpin q) := by
  have hc : chargeSpin E = E ∘ toSpin := by
    funext x
    simp only [chargeSpin, Function.comp_apply, toSpin_apply]
  -- the first-order chain rule holds in a whole neighbourhood
  have ev : (fun x => fderiv ℝ (chargeSpin E) x v) =ᶠ[𝓝 q]
      (fun x => fderiv ℝ E (toSpin x) (toSpin v)) := by
    have hn := h.eventually (by simp)
    filter_upwards [toSpin.continuous.continuousAt.eventually hn] with x hx
    have hE := (hx.differentiableAt two_ne_zero).hasFDerivAt
    rw [hc, (hE.comp x toSpin.hasFDerivAt).fderiv]
    rfl
  -- differentiate once more
  have h2 := hasFDerivAt_potential h (toSpin v)
  have h3 := (h2.comp q toSpin.hasFDerivAt).fderiv
  unfold kernel
  rw [ev.fderiv_eq, h2.fderiv]
  exact congrArg (fun T : ℝ × ℝ →L[ℝ] ℝ => T u) h3

/-- If `E` is twice continuously differentiable at the spin densities `(a, b)`, the charge-charge,
spin-spin and charge-spin kernels there are `(f_aa + 2 f_ab + f_bb)/4`, `(f_aa - 2 f_ab + f_bb)/4`
and `(f_aa - f_bb)/4`. -/
theorem charge_spin_kernels {E : ℝ × ℝ → ℝ} {a b : ℝ} (h : ContDiffAt ℝ 2 E (a, b)) :
    kernel (chargeSpin E) e₁ e₁ (a + b, a - b) =
      (kernel E e₁ e₁ (a, b) + 2 * kernel E e₁ e₂ (a, b) + kernel E e₂ e₂ (a, b)) / 4 ∧
    kernel (chargeSpin E) e₂ e₂ (a + b, a - b) =
      (kernel E e₁ e₁ (a, b) - 2 * kernel E e₁ e₂ (a, b) + kernel E e₂ e₂ (a, b)) / 4 ∧
    kernel (chargeSpin E) e₁ e₂ (a + b, a - b) =
      (kernel E e₁ e₁ (a, b) - kernel E e₂ e₂ (a, b)) / 4 := by
  have hp : toSpin (a + b, a - b) = (a, b) := by
    rw [toSpin_apply]
    exact Prod.ext (by ring) (by ring)
  have h1 : toSpin e₁ = (1 / 2 : ℝ) • (e₁ + e₂) := by
    rw [toSpin_apply]
    ext <;> norm_num [e₁, e₂]
  have h2 : toSpin e₂ = (1 / 2 : ℝ) • (e₁ - e₂) := by
    rw [toSpin_apply]
    ext <;> norm_num [e₁, e₂]
  have h' : ContDiffAt ℝ 2 E (toSpin (a + b, a - b)) := by rw [hp]; exact h
  have hk : ∀ u v, kernel E u v (a, b) = fderiv ℝ (fderiv ℝ E) (a, b) u v := by
    intro u v
    unfold kernel
    rw [(hasFDerivAt_potential h v).fderiv]
    rfl
  -- mixed second derivatives agree
  have hs : fderiv ℝ (fderiv ℝ E) (a, b) e₂ e₁ = fderiv ℝ (fderiv ℝ E) (a, b) e₁ e₂ :=
    (h.isSymmSndFDerivAt (by simp)).eq e₂ e₁
  simp only [kernel_chargeSpin h', hp, h1, h2, hk, map_smul, map_add, map_sub,
    smul_apply, add_apply,
    sub_apply, smul_eq_mul]
  refine ⟨?_, ?_, ?_⟩
  · linear_combination hs / 4
  · linear_combination -hs / 4
  · linear_combination hs / 4

/-- The spin-resolved kernels recovered from the charge and spin kernels at a point `(a, b)` where
`E` is twice continuously differentiable: `f_aa = f_nn + 2 f_nm + f_mm`, `f_bb = f_nn - 2 f_nm +
f_mm` and `f_ab = f_nn - f_mm`. -/
theorem spin_resolved_kernels {E : ℝ × ℝ → ℝ} {a b : ℝ} (h : ContDiffAt ℝ 2 E (a, b)) :
    kernel E e₁ e₁ (a, b) = kernel (chargeSpin E) e₁ e₁ (a + b, a - b)
      + 2 * kernel (chargeSpin E) e₁ e₂ (a + b, a - b)
      + kernel (chargeSpin E) e₂ e₂ (a + b, a - b) ∧
    kernel E e₂ e₂ (a, b) = kernel (chargeSpin E) e₁ e₁ (a + b, a - b)
      - 2 * kernel (chargeSpin E) e₁ e₂ (a + b, a - b)
      + kernel (chargeSpin E) e₂ e₂ (a + b, a - b) ∧
    kernel E e₁ e₂ (a, b) = kernel (chargeSpin E) e₁ e₁ (a + b, a - b)
      - kernel (chargeSpin E) e₂ e₂ (a + b, a - b) := by
  obtain ⟨hnn, hmm, hnm⟩ := charge_spin_kernels h
  rw [hnn, hmm, hnm]
  refine ⟨?_, ?_, ?_⟩ <;> ring

/-- The derivative of a weighted sum of equal powers of the two spin densities, at a point where
each density is nonzero or the exponent is at least one. -/
lemma hasFDerivAt_powers {r : ℝ} {q : ℝ × ℝ} (h₁ : q.1 ≠ 0 ∨ 1 ≤ r) (h₂ : q.2 ≠ 0 ∨ 1 ≤ r)
    (c x y : ℝ) :
    HasFDerivAt (fun p : ℝ × ℝ => c * (p.1 ^ r * x + p.2 ^ r * y))
      (c • (x • ((r * q.1 ^ (r - 1)) • ContinuousLinearMap.fst ℝ ℝ ℝ)
        + y • ((r * q.2 ^ (r - 1)) • ContinuousLinearMap.snd ℝ ℝ ℝ))) q :=
  (((hasFDerivAt_fst.rpow_const h₁).mul_const x).add
    ((hasFDerivAt_snd.rpow_const h₂).mul_const y)).const_mul c

/-- The kernel of local exchange at positive spin densities is diagonal in spin, with entries
`-(4/9) C a^(-2/3)` and `-(4/9) C b^(-2/3)`. -/
theorem kernel_exchange (C : ℝ) {a b : ℝ} (ha : 0 < a) (hb : 0 < b) (u v : ℝ × ℝ) :
    kernel (exchange C) u v (a, b) =
      -(4 / 9) * C * (a ^ (-2 / 3 : ℝ) * u.1 * v.1 + b ^ (-2 / 3 : ℝ) * u.2 * v.2) := by
  -- the exchange potential, proportional to the cube root of the density
  have hv : (fun q => fderiv ℝ (exchange C) q v) = fun q : ℝ × ℝ =>
      (-C * (4 / 3)) * (q.1 ^ (1 / 3 : ℝ) * v.1 + q.2 ^ (1 / 3 : ℝ) * v.2) := by
    funext q
    have h := hasFDerivAt_powers (r := 4 / 3) (q := q) (Or.inr (by norm_num))
      (Or.inr (by norm_num)) (-C) 1 1
    have he : exchange C = fun p : ℝ × ℝ =>
        -C * (p.1 ^ (4 / 3 : ℝ) * 1 + p.2 ^ (4 / 3 : ℝ) * 1) := by
      funext p
      simp only [exchange, mul_one]
    rw [he, h.fderiv, show (4 / 3 : ℝ) - 1 = 1 / 3 by norm_num]
    change -C * (1 * ((4 / 3 * q.1 ^ (1 / 3 : ℝ)) * v.1)
      + 1 * ((4 / 3 * q.2 ^ (1 / 3 : ℝ)) * v.2)) = _
    ring
  have h := hasFDerivAt_powers (r := 1 / 3) (q := (a, b)) (Or.inl ha.ne') (Or.inl hb.ne')
    (-C * (4 / 3)) v.1 v.2
  unfold kernel
  rw [hv, h.fderiv, show (1 / 3 : ℝ) - 1 = -2 / 3 by norm_num]
  change (-C * (4 / 3)) * (v.1 * ((1 / 3 * a ^ (-2 / 3 : ℝ)) * u.1)
    + v.2 * ((1 / 3 * b ^ (-2 / 3 : ℝ)) * u.2)) = _
  ring

/-- At positive spin densities, the charge-spin kernel of local exchange is `(C/9) (b^(-2/3) -
a^(-2/3))`. -/
theorem exchange_coupling (C : ℝ) {a b : ℝ} (ha : 0 < a) (hb : 0 < b) :
    kernel (chargeSpin (exchange C)) e₁ e₂ (a + b, a - b) =
      C / 9 * (b ^ (-2 / 3 : ℝ) - a ^ (-2 / 3 : ℝ)) := by
  have h : ContDiffAt ℝ 2 (exchange C) (a, b) :=
    contDiffAt_const.mul ((contDiffAt_fst.rpow_const_of_ne ha.ne').add
      (contDiffAt_snd.rpow_const_of_ne hb.ne'))
  rw [(charge_spin_kernels h).2.2, kernel_exchange C ha hb, kernel_exchange C ha hb]
  simp only [e₁, e₂]
  ring

/-- For local exchange with `C ≠ 0` and positive spin densities, the charge-spin kernel
vanishes exactly when the two spin densities are equal. -/
theorem exchange_coupling_eq_zero_iff {C a b : ℝ} (hC : C ≠ 0) (ha : 0 < a) (hb : 0 < b) :
    kernel (chargeSpin (exchange C)) e₁ e₂ (a + b, a - b) = 0 ↔ a = b := by
  rw [exchange_coupling C ha hb]
  constructor
  · intro h
    have h0 := (mul_eq_zero.mp h).resolve_left (div_ne_zero hC (by norm_num))
    -- the power -2/3 is strictly decreasing, so unequal densities are excluded
    rcases lt_trichotomy a b with hab | hab | hab
    · have := Real.rpow_lt_rpow_of_neg ha hab (show (-2 / 3 : ℝ) < 0 by norm_num)
      linarith
    · exact hab
    · have := Real.rpow_lt_rpow_of_neg hb hab (show (-2 / 3 : ℝ) < 0 by norm_num)
      linarith
  · rintro rfl
    ring

/-- For local exchange with `C > 0` and positive spin densities, the charge-spin kernel is
positive exactly when the first spin density exceeds the second. -/
theorem exchange_coupling_pos_iff {C a b : ℝ} (hC : 0 < C) (ha : 0 < a) (hb : 0 < b) :
    0 < kernel (chargeSpin (exchange C)) e₁ e₂ (a + b, a - b) ↔ b < a := by
  rw [exchange_coupling C ha hb, mul_pos_iff_of_pos_left (by positivity), sub_pos]
  exact Real.rpow_lt_rpow_iff_of_neg ha hb (by norm_num)

end

end SpinPolarizedKernel
```

```lean
#print axioms SpinPolarizedKernel.spin_resolved_kernels
-- 'SpinPolarizedKernel.spin_resolved_kernels' depends on axioms: [propext, Classical.choice, Quot.sound]
#print axioms SpinPolarizedKernel.exchange_coupling_eq_zero_iff
-- 'SpinPolarizedKernel.exchange_coupling_eq_zero_iff' depends on axioms: [propext, Classical.choice, Quot.sound]
#print axioms SpinPolarizedKernel.exchange_coupling_pos_iff
-- 'SpinPolarizedKernel.exchange_coupling_pos_iff' depends on axioms: [propext, Classical.choice, Quot.sound]
```

## From the chain rule to the three formulas

The lemma `hasFDerivAt_potential` connects the iterated directional derivative with the second Fréchet derivative. Since `E` is twice continuously differentiable at `p`, its first derivative is differentiable there. Evaluating that derivative on a fixed vector `v` is a continuous linear operation, so the potential along `v` is differentiable too.

The theorem `kernel_chargeSpin` is the second-order chain rule. The map `toSpin` sends (n,m) to (a,b), and `toSpin_apply` confirms its formula. Differentiating a potential requires knowing it near the point and not only at it. The step `ev` therefore proves the first-order chain rule throughout a neighbourhood, using the fact that the smoothness hypothesis persists near the point. A second differentiation then gives the kernel of `E` along the transformed directions. Because `toSpin` is linear, no term with a second derivative of the coordinate change appears.

In `charge_spin_kernels`, the facts `h1` and `h2` are the operator identities for ∂/∂n and ∂/∂m: a unit change of n is half of `e₁ + e₂`, and a unit change of m is half of `e₁ - e₂`. The fact `hk` replaces each kernel of `E` by the bilinear second derivative, which `simp only` expands into four terms. The equality of mixed derivatives is `hs`, and each `linear_combination` uses it to reach the stated formula. In the f_nm case, this is the cancellation of −f_ab + f_ba. The inverse relations in `spin_resolved_kernels` follow by substitution and `ring`.

## From two differentiations to the sign of the coupling

The lemma `hasFDerivAt_powers` differentiates a weighted sum of powers of the two densities. Its side conditions require each density to be nonzero or the exponent to be at least one. The proof of `kernel_exchange` applies it twice. With exponent 4/3 it gives the exchange potential, and no positivity is needed. With exponent 1/3 it gives the kernel, and here the hypotheses `ha` and `hb` supply the nonzero densities.

The theorem `exchange_coupling` first checks that exchange is twice continuously differentiable at positive densities, then inserts the two diagonal entries into the general formula for f_nm.

For the zeros, `exchange_coupling_eq_zero_iff` divides out the nonzero factor C/9 and separates the cases a < b, a = b and a > b. Strict monotonicity of the power −2/3 contradicts a zero bracket in the two unequal cases; the converse is direct substitution. For the sign, `exchange_coupling_pos_iff` removes the positive factor C/9 and reads the remaining inequality between powers as the reversed inequality between densities.
